# The dispersion moments of the quartic oscillator's leading tunnelling width grow factorially

The oscillator with potential \(x^2/2-gx^4\), \(g>0\), in units \(\hbar=m=\omega=1\), has a ground state that decays by tunnelling. When the leading semiclassical width of this state, stripped of its constant prefactor, is integrated over \(g\) against inverse powers of \(g\), the resulting moments are half-integer powers of three times Gamma-function values at half-integers. Their successive ratios grow linearly, so the alternating power series built from them is not summable at any nonzero complex argument.

Up to sign and a constant factor, these moments give the large-order growth of the perturbation coefficients for the ground-state energy of a single one-dimensional oscillator. The width enters here only through its leading small-coupling form, used at all couplings.

## The width and its integrals

Take \(H = p^2/2 + x^2/2 + \lambda x^4\) with \(\hbar = m = \omega = 1\). At negative coupling \(\lambda=-g\), with \(g>0\), the particle can tunnel out of the well. For small \(g\) the ground-state width is proportional to \(g^{-1/2}e^{-1/(3g)}\). The problems below treat the more general form

\[
W(g) = g^{-b}e^{-A/g}, \qquad A>0,\ b>0 .
\]

Here \(A/g\) is the tunnelling exponent set by the barrier, and \(b\) is the power of the coupling in the prefactor. This form is postulated: the file does not derive it from the Schrödinger equation, and the constant factor is left out.

```lean
import Mathlib

open MeasureTheory Set Filter

namespace TunnellingWidthMoments

noncomputable section
```

In Lean, `width A b g` is \(W(g)\), with real powers.

```lean
/-- The model tunnelling width `g^(-b) exp(-A/g)` at coupling strength `g > 0`, with its constant
factor left out; `A/g` is the tunnelling exponent and `g^(-b)` the prefactor. -/
def width (A b g : ℝ) : ℝ := g ^ (-b) * Real.exp (-A / g)
```

For natural \(k\), the moment `widthMoment A b k` is \(M_k=\int_0^\infty W(g)\,g^{-(k+1)}\,dg\). The set `Ioi 0` is the half-line \(g>0\).

```lean
/-- The `k`-th dispersion moment: the integral of the width divided by `g^(k+1)`
over all `g > 0`. -/
def widthMoment (A b : ℝ) (k : ℕ) : ℝ :=
  ∫ g in Ioi (0 : ℝ), width A b g / g ^ (k + 1)
```

The function whose expansion produces these moments is \(D(z)=\int_0^\infty W(g)/(g+z)\,dg\), considered for real \(z\ge 0\).

```lean
/-- The dispersion integral of the width, with kernel `1/(g+z)`, for `z ≥ 0`. -/
def dispersionIntegral (A b z : ℝ) : ℝ :=
  ∫ g in Ioi (0 : ℝ), width A b g / (g + z)
```

The quartic moments \(I_k=\int_0^\infty g^{-k-3/2}e^{-1/(3g)}\,dg\) have their own definition, so that the final statement can be read without the general model.

```lean
/-- The dispersion moments of the quartic oscillator's leading semiclassical width, with the
constant factor of the width left out: the integrals of `g^(-k-3/2) exp(-1/(3g))` over `g > 0`. -/
def quarticMoment (k : ℕ) : ℝ :=
  ∫ g in Ioi (0 : ℝ), g ^ (-(k : ℝ) - 3 / 2) * Real.exp (-1 / (3 * g))
```

## (a) An integral over inverse coupling

For \(A>0\) and \(s>0\), show that

\[
\int_0^\infty g^{-s-1}e^{-A/g}\,dg = \left(\frac1A\right)^{s}\Gamma(s).
\]

**Solution.** Put \(u=1/g\), so that \(dg=-u^{-2}du\) and the limits are exchanged. The integral becomes

\[
\int_0^\infty u^{s+1}e^{-Au}u^{-2}\,du=\int_0^\infty u^{s-1}e^{-Au}\,du .
\]

With \(t=Au\) this is \(A^{-s}\int_0^\infty t^{s-1}e^{-t}dt=A^{-s}\Gamma(s)\).

The proof first writes the right-hand side as the integral over \(u\), then applies `integral_comp_rpow_Ioi` with exponent \(-1\). The equation `e` separates the Jacobian \(g^{-2}\) from the transformed power.

```lean
/-- For `A > 0` and `s > 0`, the integral of `g^(-s-1) exp(-A/g)` over `g > 0`
is `(1/A)^s Γ(s)`. -/
theorem integral_inverse_coupling {A s : ℝ} (hA : 0 < A) (hs : 0 < s) :
    ∫ g in Ioi (0 : ℝ), g ^ (-s - 1) * Real.exp (-A / g) = (1 / A) ^ s * Real.Gamma s := by
  rw [← Real.integral_rpow_mul_exp_neg_mul_Ioi hs hA]
  -- substitute u = 1/g
  refine Eq.trans ?_ (integral_comp_rpow_Ioi
    (fun u : ℝ => u ^ (s - 1) * Real.exp (-(A * u))) (show (-1 : ℝ) ≠ 0 by norm_num))
  refine setIntegral_congr_fun measurableSet_Ioi fun g hg => ?_
  have hg' : 0 < g := hg
  have e : g ^ (-s - 1) = g ^ ((-1 : ℝ) - 1) * (g ^ (-1 : ℝ)) ^ (s - 1) := by
    rw [← Real.rpow_mul hg'.le, ← Real.rpow_add hg']
    congr 1
    ring
  have e3 : Real.exp (-A / g) = Real.exp (-(A * g ^ (-1 : ℝ))) := by
    rw [Real.rpow_neg_one g]
    congr 1
    ring
  have e4 : |(-1 : ℝ)| = 1 := by norm_num
  show g ^ (-s - 1) * Real.exp (-A / g) = (|(-1 : ℝ)| * g ^ ((-1 : ℝ) - 1)) •
    ((g ^ (-1 : ℝ)) ^ (s - 1) * Real.exp (-(A * g ^ (-1 : ℝ))))
  rw [e, e3, e4, smul_eq_mul, one_mul, mul_assoc]
```

## (b) The moment integrand as a single power

For \(g>0\), show that

\[
\frac{W(g)}{g^{k+1}} = g^{-(k+b)-1}e^{-A/g}.
\]

**Solution.** Subtract exponents: \(-b-(k+1)=-(k+b)-1\). The exponential is unchanged. In Lean, the natural power is first converted to a real power, so that `Real.rpow_sub` applies.

```lean
/-- At `g > 0`, dividing the width by `g^(k+1)` gives `g^(-(k+b)-1) exp(-A/g)`. -/
theorem width_div_pow (A b : ℝ) (k : ℕ) {g : ℝ} (hg : 0 < g) :
    width A b g / g ^ (k + 1) = g ^ (-((k : ℝ) + b) - 1) * Real.exp (-A / g) := by
  have e : g ^ (-((k : ℝ) + b) - 1) = g ^ (-b) / g ^ (k + 1) := by
    rw [← Real.rpow_natCast g (k + 1), ← Real.rpow_sub hg]
    congr 1
    push_cast
    ring
  rw [width, e, div_mul_eq_mul_div]
```

## (c) The moments in closed form

Show that, for every natural \(k\),

\[
M_k=\left(\frac1A\right)^{k+b}\Gamma(k+b).
\]

**Solution.** By (b), the integrand is that of (a) with \(s=k+b\), which is positive because \(b>0\). The proof makes the same two steps, using (b) under the integral sign.

```lean
/-- For `A > 0` and `b > 0`, the `k`-th dispersion moment is `(1/A)^(k+b) Γ(k+b)`. -/
theorem widthMoment_eq {A b : ℝ} (hA : 0 < A) (hb : 0 < b) (k : ℕ) :
    widthMoment A b k = (1 / A) ^ ((k : ℝ) + b) * Real.Gamma (k + b) := by
  rw [← integral_inverse_coupling hA (by positivity : 0 < (k : ℝ) + b)]
  exact setIntegral_congr_fun measurableSet_Ioi fun g hg => width_div_pow A b k hg
```

## (d) Convergence and positivity

Show that the integral defining \(M_k\) converges and that \(M_k>0\).

**Solution.** Near \(g=0\) the exponential suppresses every inverse power. At large \(g\) the integrand falls as \(g^{-(k+b)-1}\), which is integrable because \(k+b>0\). At \(b=0\) the zeroth moment would diverge logarithmically. Positivity follows from (c), since \(\Gamma\) is positive on positive arguments.

Lean reaches convergence by a different route. It assigns the value zero to the integral of a non-integrable function, so the positive value found in (c) rules out non-integrability.

```lean
/-- For `A > 0` and `b > 0`, every dispersion moment is a convergent integral with
positive value. -/
theorem widthMoment_pos {A b : ℝ} (hA : 0 < A) (hb : 0 < b) (k : ℕ) :
    IntegrableOn (fun g => width A b g / g ^ (k + 1)) (Ioi 0) ∧ 0 < widthMoment A b k := by
  have hpos : 0 < widthMoment A b k := by
    rw [widthMoment_eq hA hb k]
    have hG := Real.Gamma_pos_of_pos (by positivity : 0 < (k : ℝ) + b)
    positivity
  refine ⟨?_, hpos⟩
  -- a non-integrable function would have integral zero in Lean
  by_contra h
  exact hpos.ne' (integral_undef h)
```

## (e) The recursion

Show that

\[
M_{k+1}=\frac{k+b}{A}\,M_k .
\]

**Solution.** Insert (c) and use \(\Gamma(s+1)=s\Gamma(s)\) with \(s=k+b\):

\[
M_{k+1}=A^{-(k+b)-1}(k+b)\Gamma(k+b)=\frac{k+b}{A}M_k .
\]

The Gamma recursion is `Real.Gamma_add_one`, and `Real.rpow_add_one` splits off the extra factor \(1/A\).

```lean
/-- For `A > 0` and `b > 0`, successive dispersion moments differ by the factor `(k+b)/A`. -/
theorem widthMoment_succ {A b : ℝ} (hA : 0 < A) (hb : 0 < b) (k : ℕ) :
    widthMoment A b (k + 1) = ((k : ℝ) + b) / A * widthMoment A b k := by
  have hs : 0 < (k : ℝ) + b := by positivity
  have e : ((k + 1 : ℕ) : ℝ) + b = ((k : ℝ) + b) + 1 := by
    push_cast
    ring
  rw [widthMoment_eq hA hb (k + 1), widthMoment_eq hA hb k, e,
    Real.Gamma_add_one hs.ne', Real.rpow_add_one (one_div_pos.mpr hA).ne']
  ring
```

## (f) Failure of the power series

Show that for every complex \(z\neq0\)

\[
\sum_{k\ge0}(-1)^kM_kz^k\quad\text{is not summable.}
\]

**Solution.** The \(k\)-th term has modulus \(M_k|z|^k>0\). By (e), the ratio of successive moduli is \((k+b)|z|/A\), which is at least 2 once \(k\ge 2A/|z|\). From there on each term is at least twice as large as its predecessor, so the terms do not tend to zero.

For complex terms, Lean's `Summable` means absolute convergence. The growth of the terms also excludes convergence of the ordinary partial sums. In the proof, `hn` computes the moduli, `h2` is the bound on the ratio, and `not_summable_of_ratio_norm_eventually_ge` is the ratio test.

```lean
/-- For `A > 0` and `b > 0`, the alternating power series built from the dispersion moments
is not summable at any nonzero complex `z`. -/
theorem not_summable_widthMoment {A b : ℝ} (hA : 0 < A) (hb : 0 < b) {z : ℂ} (hz : z ≠ 0) :
    ¬ Summable (fun k : ℕ => (-1 : ℂ) ^ k * (widthMoment A b k : ℂ) * z ^ k) := by
  have hz' : 0 < ‖z‖ := norm_pos_iff.mpr hz
  have hM := fun k => (widthMoment_pos hA hb k).2
  have hn : ∀ k : ℕ, ‖(-1 : ℂ) ^ k * (widthMoment A b k : ℂ) * z ^ k‖
      = widthMoment A b k * ‖z‖ ^ k := fun k => by
    rw [norm_mul, norm_mul, norm_pow, norm_pow, norm_neg, norm_one, one_pow, one_mul,
      Complex.norm_real, Real.norm_of_nonneg (hM k).le]
  have hP : ∀ k : ℕ, 0 < widthMoment A b k * ‖z‖ ^ k := fun k =>
    mul_pos (hM k) (pow_pos hz' k)
  refine not_summable_of_ratio_norm_eventually_ge (r := 2) one_lt_two ?_ ?_
  · simp only [hn]
    exact (Eventually.of_forall fun k => (hP k).ne').frequently
  · -- once k exceeds 2A/|z|, each term is at least twice its predecessor
    simp only [hn]
    filter_upwards [eventually_ge_atTop ⌈2 * A / ‖z‖⌉₊] with k hk
    have h1 : 2 * A / ‖z‖ ≤ (k : ℝ) := Nat.ceil_le.mp hk
    rw [div_le_iff₀ hz'] at h1
    have h2 : 2 ≤ ((k : ℝ) + b) / A * ‖z‖ := by
      rw [div_mul_eq_mul_div, le_div_iff₀ hA]
      nlinarith [mul_pos hb hz']
    rw [widthMoment_succ hA hb k]
    calc 2 * (widthMoment A b k * ‖z‖ ^ k)
        ≤ (((k : ℝ) + b) / A * ‖z‖) * (widthMoment A b k * ‖z‖ ^ k) :=
          mul_le_mul_of_nonneg_right h2 (hP k).le
      _ = ((k : ℝ) + b) / A * widthMoment A b k * ‖z‖ ^ (k + 1) := by ring
```

## (g) Bounds on the remainder integral

For \(z\ge0\) and natural \(n\), let \(R_n(z)=\int_0^\infty \frac{W(g)}{g^n(g+z)}\,dg\). Show that this integral converges and that

\[
0\le R_n(z)\le M_n .
\]

**Solution.** Since \(g+z\ge g>0\) and \(W(g)\ge 0\), the integrand lies between zero and \(W(g)/g^{n+1}\). The latter is integrable by (d), so domination gives convergence, and integrating the inequalities gives the bounds. In the proof, `hpt` contains the pointwise inequalities and `Integrable.mono'` the domination argument.

```lean
/-- For `A > 0`, `b > 0` and `z ≥ 0`, the integral of the width over `g^n (g+z)` converges
and lies between zero and the `n`-th dispersion moment. -/
theorem remainder_bounds {A b z : ℝ} (hA : 0 < A) (hb : 0 < b) (hz : 0 ≤ z) (n : ℕ) :
    IntegrableOn (fun g => width A b g / (g ^ n * (g + z))) (Ioi 0) ∧
    0 ≤ ∫ g in Ioi (0 : ℝ), width A b g / (g ^ n * (g + z)) ∧
    ∫ g in Ioi (0 : ℝ), width A b g / (g ^ n * (g + z)) ≤ widthMoment A b n := by
  have hpt : ∀ g : ℝ, 0 < g → 0 ≤ width A b g / (g ^ n * (g + z)) ∧
      width A b g / (g ^ n * (g + z)) ≤ width A b g / g ^ (n + 1) := fun g hg => by
    have hW : 0 ≤ width A b g := by
      unfold width
      positivity
    refine ⟨by positivity, ?_⟩
    rw [pow_succ]
    exact div_le_div_of_nonneg_left hW (by positivity)
      (mul_le_mul_of_nonneg_left (by linarith) (by positivity))
  have hM := (widthMoment_pos hA hb n).1
  have hI : IntegrableOn (fun g => width A b g / (g ^ n * (g + z))) (Ioi 0) := by
    refine Integrable.mono' hM (Measurable.aestronglyMeasurable ?_) ?_
    · unfold width
      fun_prop
    · filter_upwards [ae_restrict_mem measurableSet_Ioi] with g hg
      rw [Real.norm_of_nonneg (hpt g hg).1]
      exact (hpt g hg).2
  exact ⟨hI, setIntegral_nonneg measurableSet_Ioi fun g hg => (hpt g hg).1,
    setIntegral_mono_on hI hM measurableSet_Ioi fun g hg => (hpt g hg).2⟩
```

## (h) A finite expansion with exact remainder

For \(z\ge0\) and natural \(n\), show that

\[
D(z)=\sum_{k=0}^{n-1}(-z)^kM_k+(-z)^nR_n(z).
\]

**Solution.** For \(n=0\) the sum is empty and \(D=R_0\), with \((-z)^0=1\) also at \(z=0\). For the induction step, multiply

\[
\frac1{g+z}=\frac1g-\frac{z}{g(g+z)}
\]

by \(W(g)/g^n\) and integrate. Both integrals on the right converge, by (d) and (g), so

\[
R_n(z)=M_n-zR_{n+1}(z).
\]

Inserting this into the expansion for \(n\) adds the term \((-z)^nM_n\) and leaves the remainder \((-z)^{n+1}R_{n+1}(z)\). In the proof, `pw` is the identity for the integrands and `step` its integrated form.

```lean
/-- For `A > 0`, `b > 0` and `z ≥ 0`, the dispersion integral equals the first `n` terms of
the moment series plus an explicit remainder integral. -/
theorem dispersion_expansion {A b z : ℝ} (hA : 0 < A) (hb : 0 < b) (hz : 0 ≤ z) (n : ℕ) :
    dispersionIntegral A b z = ∑ k ∈ Finset.range n, (-z) ^ k * widthMoment A b k
      + (-z) ^ n * ∫ g in Ioi (0 : ℝ), width A b g / (g ^ n * (g + z)) := by
  induction n with
  | zero => simp [dispersionIntegral]
  | succ n ih =>
    -- split off one more power of 1/g from the kernel
    have pw : ∀ g : ℝ, 0 < g → width A b g / (g ^ n * (g + z)) =
        width A b g / g ^ (n + 1) - z * (width A b g / (g ^ (n + 1) * (g + z))) := by
      intro g hg
      have h1 : g ≠ 0 := hg.ne'
      have h2 : g + z ≠ 0 := by positivity
      field_simp
      ring
    have step : ∫ g in Ioi (0 : ℝ), width A b g / (g ^ n * (g + z)) = widthMoment A b n
        - z * ∫ g in Ioi (0 : ℝ), width A b g / (g ^ (n + 1) * (g + z)) :=
      calc _ = ∫ g in Ioi (0 : ℝ), (width A b g / g ^ (n + 1)
              - z * (width A b g / (g ^ (n + 1) * (g + z)))) :=
            setIntegral_congr_fun measurableSet_Ioi fun g hg => pw g hg
        _ = (∫ g in Ioi (0 : ℝ), width A b g / g ^ (n + 1))
              - ∫ g in Ioi (0 : ℝ), z * (width A b g / (g ^ (n + 1) * (g + z))) :=
            integral_sub (widthMoment_pos hA hb n).1
              (Integrable.const_mul (remainder_bounds hA hb hz (n + 1)).1 z)
        _ = _ := by rw [integral_const_mul, widthMoment]
    rw [ih, Finset.sum_range_succ, step]
    ring
```

## (i) The truncation error

For \(z\ge0\), show that

\[
\left|D(z)-\sum_{k=0}^{n-1}(-z)^kM_k\right|\le M_nz^n .
\]

**Solution.** By (h) the left-hand side is \(z^nR_n(z)\), and (g) gives \(R_n(z)\le M_n\). The error is therefore no larger than the modulus of the first omitted term. The proof takes the two bounds from `remainder_bounds` and multiplies the upper one by \(z^n\).

```lean
/-- For `A > 0`, `b > 0` and `z ≥ 0`, truncating the moment series after `n` terms misses the
dispersion integral by at most the size of the first omitted term. -/
theorem dispersion_error_le {A b z : ℝ} (hA : 0 < A) (hb : 0 < b) (hz : 0 ≤ z) (n : ℕ) :
    |dispersionIntegral A b z - ∑ k ∈ Finset.range n, (-z) ^ k * widthMoment A b k|
      ≤ widthMoment A b n * z ^ n := by
  obtain ⟨-, h0, h1⟩ := remainder_bounds hA hb hz n
  rw [dispersion_expansion hA hb hz n, add_sub_cancel_left, abs_mul, abs_pow, abs_neg,
    abs_of_nonneg hz, abs_of_nonneg h0, mul_comm]
  exact mul_le_mul_of_nonneg_right h1 (pow_nonneg hz n)
```

## (j) The quartic oscillator

Show that, for every natural \(k\),

\[
I_k=3^{k+1/2}\,\Gamma\!\left(k+\tfrac12\right),\qquad
\frac{I_{k+1}}{I_k}=3\left(k+\tfrac12\right),
\]

and that \(\sum_k(-1)^kI_kz^k\) is not summable for any complex \(z\neq0\).

**Solution.** Set \(A=1/3\) and \(b=1/2\). Then \(-k-3/2=-(k+b)-1\) and \(-1/(3g)=-A/g\), so (b) gives \(I_k=M_k\). The three claims are now (c), (e) and (f), with \(1/A=3\). The division in the ratio is legitimate because \(I_k>0\) by (d). In the proof, `hq` establishes \(I_k=M_k\), and the three parts of the theorem follow from it in this order.

```lean
/-- The quartic dispersion moments are `3^(k+1/2) Γ(k+1/2)`, their successive ratios are
`3(k+1/2)`, and their alternating power series is not summable at any nonzero complex `z`. -/
theorem quartic_dispersion_moments :
    (∀ k : ℕ, quarticMoment k = 3 ^ ((k : ℝ) + 1 / 2) * Real.Gamma (k + 1 / 2)) ∧
    (∀ k : ℕ, quarticMoment (k + 1) / quarticMoment k = 3 * ((k : ℝ) + 1 / 2)) ∧
    ∀ z : ℂ, z ≠ 0 →
      ¬ Summable (fun k : ℕ => (-1 : ℂ) ^ k * (quarticMoment k : ℂ) * z ^ k) := by
  have hA : (0 : ℝ) < 1 / 3 := by norm_num
  have hb : (0 : ℝ) < 1 / 2 := by norm_num
  -- the leading quartic width has A = 1/3 and b = 1/2
  have hq : ∀ k : ℕ, quarticMoment k = widthMoment (1 / 3) (1 / 2) k := fun k => by
    have pw : ∀ g : ℝ, 0 < g → g ^ (-(k : ℝ) - 3 / 2) * Real.exp (-1 / (3 * g)) =
        width (1 / 3) (1 / 2) g / g ^ (k + 1) := by
      intro g hg
      have e1 : -(k : ℝ) - 3 / 2 = -((k : ℝ) + 1 / 2) - 1 := by ring
      have e2 : -1 / (3 * g) = -(1 / 3) / g := by ring
      rw [e1, e2]
      exact (width_div_pow (1 / 3) (1 / 2) k hg).symm
    exact setIntegral_congr_fun measurableSet_Ioi fun g hg => pw g hg
  refine ⟨fun k => ?_, fun k => ?_, fun z hz => ?_⟩
  · have h3 : (1 / (1 / 3) : ℝ) = 3 := by norm_num
    rw [hq, widthMoment_eq hA hb k, h3]
  · rw [hq, hq, widthMoment_succ hA hb k, mul_div_assoc,
      div_self (widthMoment_pos hA hb k).2.ne', mul_one]
    ring
  · simp only [hq]
    exact not_summable_widthMoment hA hb hz

end

end TunnellingWidthMoments
```

```lean
#print axioms TunnellingWidthMoments.dispersion_error_le
#print axioms TunnellingWidthMoments.quartic_dispersion_moments
```

```
'TunnellingWidthMoments.dispersion_error_le' depends on axioms: [propext, Classical.choice, Quot.sound]
'TunnellingWidthMoments.quartic_dispersion_moments' depends on axioms: [propext, Classical.choice, Quot.sound]
```

## Truncating the quartic series at \(z=0.05\)

Suppose \(D(0.05)\) is to be computed from the moment series with \(A=1/3\) and \(b=1/2\). The ratio of successive terms has modulus \(0.15\,(k+\tfrac12)\). It is 0.975 at \(k=6\) and 1.125 at \(k=7\), so the smallest term is the one with \(k=7\).

Summing \(k=0,\dots,6\) therefore gives the smallest of the error bounds in (i):

\[
I_7\,(0.05)^7=3^{7.5}\,\Gamma(7.5)\,(0.05)^7\approx0.0055 .
\]

For comparison, the leading term is \(I_0=\sqrt{3\pi}\approx3.07\). Including the \(k=7\) term raises the bound to about 0.0062, and each further term raises it again.
